# Two commuting observables with distinct value pairs: a real combination generates their commutant

## Labelling the states of two spins

Take two spins one-half and the product basis in which each spin points up or down along z. The z-component of one spin does not single out a basis state, since two basis states share each of its values. The two z-components together identify each basis state. Can a single observable, built as a linear combination of the two, carry the same information?

In a joint orthonormal eigenbasis, write

A = diag(a), B = diag(b), D(t) = A + t B,

with real a_i, b_i and t. The diagonal entries of D(t) are d_i = a_i + t b_i. The observables form a complete set when the pairs (a_i, b_i) are pairwise distinct. In finite dimension, this holds exactly when, for some t, every complex matrix C commuting with A and B is a polynomial in D(t).

## Commuting matrices are diagonal

The equations CA = AC and CB = BC read, entry by entry,

(a_i − a_j) C_ij = 0 and (b_i − b_j) C_ij = 0.

For i ≠ j, distinct pairs make at least one bracket nonzero, so C_ij = 0.

## Interpolating the diagonal

Since D(t)^k = diag(d_i^k), linearity gives p(D(t)) = diag(p(d_i)) for every polynomial p. If the d_i are distinct, take

p(x) = Σ_i C_ii Π_{j≠i} (x − d_j)/(d_i − d_j).

Then p(d_k) = C_kk for every k, hence C = p(D(t)). The degree of p is below the dimension.

Distinct d_i are also necessary. Suppose d_i = d_j with i ≠ j. The projector on basis state i is diagonal, so it commutes with A and B. Were it p(D(t)), we would have p(d_i) = 1 and p(d_j) = 0, which is impossible at equal arguments.

## Choosing t

A coincidence d_i = d_j with i ≠ j means

t (b_i − b_j) = a_j − a_i.

If b_i = b_j, then a_i = a_j too, contradicting distinct pairs. Otherwise t = (a_j − a_i)/(b_i − b_j). There are finitely many index pairs, so only finitely many t fail, and some real t works. Conversely, two equal pairs give d_i = d_j for every t, and no t works.

For the two Pauli z-matrices, t = 2 gives the values 3, −1, 1, −3, all distinct. The plain sum, t = 1, gives 2, 0, 0, −2 and fails to separate the two states with opposite spins. In dimension one, every t works and a constant polynomial suffices.

## Diagonalising a combination in code

A program can look for a joint eigenbasis of two commuting Hermitian matrices by diagonalising A + tB for a generic t. If the combined spectrum is nondegenerate, its eigenvectors are joint eigenvectors. In floating-point work, nearly equal combined eigenvalues make the individual eigenvectors sensitive to rounding, so a different t may be preferable.

## Reading the Lean statement

The finite type `n` labels the basis states. `observable a` is A, and `combined a b t` is D(t). `GeneratesCommutant a b t` says that for each complex matrix `C` commuting with both observables there is a polynomial `p`, which may depend on `C`, such that `C = aeval (combined a b t) p`, the value of `p` at the combined matrix. Both `C` and the coefficients of `p` may be complex; `C` need not be Hermitian.

In `complete_set_iff`, `Function.Injective (fun i => (a i, b i))` expresses distinct pairs. The joint eigenbasis is part of the model: the file starts from diagonal matrices and does not derive simultaneous diagonalisation. It treats two observables in finite dimension.

```lean
import Mathlib

open Polynomial

namespace CompleteCommutingObservables

noncomputable section

variable {n : Type*} [Fintype n] [DecidableEq n]

/-- The observable with real values `a i` in a fixed orthonormal basis, as a complex matrix. -/
def observable (a : n → ℝ) : Matrix n n ℂ :=
  Matrix.diagonal (fun i => (a i : ℂ))

/-- The single observable `diag(a) + t diag(b)` built from two commuting ones. -/
def combined (a b : n → ℝ) (t : ℝ) : Matrix n n ℂ :=
  observable a + (t : ℂ) • observable b

/-- Every matrix that commutes with both observables is a polynomial in
`diag(a) + t diag(b)`. -/
def GeneratesCommutant (a b : n → ℝ) (t : ℝ) : Prop :=
  ∀ C : Matrix n n ℂ, C * observable a = observable a * C →
    C * observable b = observable b * C →
    ∃ p : ℂ[X], C = aeval (combined a b t) p

omit [Fintype n] in
/-- The combined observable is diagonal with the values `a i + t * b i`. -/
theorem combined_eq_diagonal (a b : n → ℝ) (t : ℝ) :
    combined a b t = Matrix.diagonal (fun i => ((a i + t * b i : ℝ) : ℂ)) := by
  ext i j
  by_cases h : i = j
  · subst h
    simp [combined, observable]
  · simp [combined, observable, h]

/-- A polynomial in a diagonal matrix is the diagonal matrix of the polynomial's values. -/
theorem aeval_diagonal_eq (d : n → ℂ) (p : ℂ[X]) :
    aeval (Matrix.diagonal d) p = Matrix.diagonal (fun i => p.eval (d i)) := by
  induction p using Polynomial.induction_on'
  · rename_i p q hp hq
    rw [map_add, hp, hq, Matrix.diagonal_add]
    simp only [eval_add]
  · rename_i k c
    rw [aeval_monomial, ← Algebra.smul_def, Matrix.diagonal_pow]
    ext i j
    by_cases h : i = j
    · subst h
      simp [eval_monomial]
    · simp [h]

/-- If the pairs of values `(a i, b i)` are distinct, a matrix commuting with both
observables is diagonal. -/
theorem eq_diagonal_of_commute {a b : n → ℝ}
    (hab : Function.Injective (fun i => (a i, b i))) {C : Matrix n n ℂ}
    (hA : C * observable a = observable a * C)
    (hB : C * observable b = observable b * C) :
    C = Matrix.diagonal (fun i => C i i) := by
  ext i j
  by_cases hij : i = j
  · subst hij
    simp
  · rw [Matrix.diagonal_apply_ne _ hij]
    by_contra hC
    -- a nonzero matrix element forces both pairs of values to agree
    have h1 := congrFun (congrFun hA i) j
    have h2 := congrFun (congrFun hB i) j
    rw [observable, Matrix.mul_diagonal, Matrix.diagonal_mul] at h1 h2
    have ha : (a i : ℂ) = (a j : ℂ) :=
      mul_right_cancel₀ hC (by linear_combination -h1)
    have hb : (b i : ℂ) = (b j : ℂ) :=
      mul_right_cancel₀ hC (by linear_combination -h2)
    exact hij (hab (Prod.ext (Complex.ofReal_injective ha) (Complex.ofReal_injective hb)))

/-- If the values `a i + t * b i` are distinct, each matrix commuting with both observables
is a polynomial in the combined one, of degree below the dimension of the space. -/
theorem exists_polynomial_of_commute {a b : n → ℝ} {t : ℝ}
    (ht : Function.Injective (fun i => a i + t * b i)) {C : Matrix n n ℂ}
    (hA : C * observable a = observable a * C)
    (hB : C * observable b = observable b * C) :
    ∃ p : ℂ[X], p.degree < (Fintype.card n : WithBot ℕ) ∧ C = aeval (combined a b t) p := by
  have hab : Function.Injective (fun i => (a i, b i)) := by
    intro i j h
    have h1 : a i = a j := congrArg Prod.fst h
    have h2 : b i = b j := congrArg Prod.snd h
    apply ht
    change a i + t * b i = a j + t * b j
    rw [h1, h2]
  let v : n → ℂ := fun i => ((a i + t * b i : ℝ) : ℂ)
  have hv : Set.InjOn v (Finset.univ : Finset n) :=
    fun i _ j _ h => ht (Complex.ofReal_injective h)
  -- interpolate the diagonal entries of `C` at the combined values
  refine ⟨Lagrange.interpolate Finset.univ v (fun i => C i i), ?_, ?_⟩
  · exact Lagrange.degree_interpolate_lt _ hv
  · rw [combined_eq_diagonal, aeval_diagonal_eq]
    refine (eq_diagonal_of_commute hab hA hB).trans ?_
    congr 1
    funext i
    exact (Lagrange.eval_interpolate_at_node (fun i => C i i) hv (Finset.mem_univ i)).symm

/-- The combined observable generates all matrices commuting with both observables exactly
when its values `a i + t * b i` are distinct. -/
theorem generatesCommutant_iff (a b : n → ℝ) (t : ℝ) :
    GeneratesCommutant a b t ↔ Function.Injective (fun i => a i + t * b i) := by
  constructor
  · intro h i j hij
    by_contra hne
    -- the projector on basis state `i` would have to take equal values at `i` and `j`
    obtain ⟨p, hp⟩ := h (Matrix.diagonal (fun k => if k = i then 1 else 0))
      (by simp only [observable, Matrix.diagonal_mul_diagonal, mul_comm])
      (by simp only [observable, Matrix.diagonal_mul_diagonal, mul_comm])
    rw [combined_eq_diagonal, aeval_diagonal_eq] at hp
    have hi := congrFun (congrFun hp i) i
    have hj := congrFun (congrFun hp j) j
    rw [Matrix.diagonal_apply_eq, Matrix.diagonal_apply_eq] at hi hj
    rw [if_pos rfl] at hi
    rw [if_neg (Ne.symm hne)] at hj
    have hv : a i + t * b i = a j + t * b j := hij
    rw [hv, ← hj] at hi
    exact one_ne_zero hi
  · intro ht C hA hB
    obtain ⟨p, -, hp⟩ := exists_polynomial_of_commute ht hA hB
    exact ⟨p, hp⟩

/-- If the pairs of values are distinct, the combined observable generates the commutant for
all but finitely many real `t`. -/
theorem finite_exceptional_couplings {a b : n → ℝ}
    (hab : Function.Injective (fun i => (a i, b i))) :
    {t : ℝ | ¬ GeneratesCommutant a b t}.Finite := by
  -- each accidental coincidence of two combined values fixes `t`
  refine (Set.finite_range
    (fun q : n × n => (a q.2 - a q.1) / (b q.1 - b q.2))).subset ?_
  intro t ht
  rw [Set.mem_ofPred_eq, generatesCommutant_iff] at ht
  simp only [Function.Injective, not_forall] at ht
  obtain ⟨i, j, hij, hne⟩ := ht
  have hb : b i - b j ≠ 0 := by
    intro h0
    have hb' : b i = b j := sub_eq_zero.mp h0
    rw [hb'] at hij
    exact hne (hab (Prod.ext (add_right_cancel hij) hb'))
  refine ⟨(i, j), ?_⟩
  change (a j - a i) / (b i - b j) = t
  rw [div_eq_iff hb]
  linear_combination -hij

/-- Two commuting observables have distinct pairs of values `(a i, b i)` if and only if, for
some real `t`, every matrix commuting with both is a polynomial in `diag(a) + t diag(b)`. -/
theorem complete_set_iff (a b : n → ℝ) :
    Function.Injective (fun i => (a i, b i)) ↔ ∃ t : ℝ, GeneratesCommutant a b t := by
  constructor
  · intro hab
    obtain ⟨t, ht⟩ := (finite_exceptional_couplings hab).exists_notMem
    exact ⟨t, not_not.mp ht⟩
  · rintro ⟨t, ht⟩ i j h
    have h1 : a i = a j := congrArg Prod.fst h
    have h2 : b i = b j := congrArg Prod.snd h
    apply (generatesCommutant_iff a b t).mp ht
    change a i + t * b i = a j + t * b j
    rw [h1, h2]

/-- Values of the Pauli z-matrix of the first of two spins in the product basis. -/
def zFirst : Fin 4 → ℝ := ![1, 1, -1, -1]

/-- Values of the Pauli z-matrix of the second of two spins in the product basis. -/
def zSecond : Fin 4 → ℝ := ![1, -1, 1, -1]

/-- For the Pauli z-matrices of two spins, the combination with `t = 2` generates the
commutant, and the plain sum, `t = 1`, does not. -/
theorem two_spins :
    GeneratesCommutant zFirst zSecond 2 ∧ ¬ GeneratesCommutant zFirst zSecond 1 := by
  rw [generatesCommutant_iff, generatesCommutant_iff]
  constructor
  · intro i j h
    fin_cases i <;> fin_cases j <;>
      first
        | rfl
        | (exfalso; norm_num [zFirst, zSecond] at h)
  · intro h
    -- the two states with opposite spins have the same combined value
    have e1 : zFirst 1 = 1 := rfl
    have e2 : zFirst 2 = -1 := rfl
    have e3 : zSecond 1 = -1 := rfl
    have e4 : zSecond 2 = 1 := rfl
    have hv : zFirst 1 + 1 * zSecond 1 = zFirst 2 + 1 * zSecond 2 := by
      rw [e1, e2, e3, e4]
      norm_num
    have h12 : (1 : Fin 4) = 2 := h hv
    exact absurd h12 (by decide)

end

end CompleteCommutingObservables
```

```lean
#print axioms CompleteCommutingObservables.generatesCommutant_iff
-- 'CompleteCommutingObservables.generatesCommutant_iff' depends on axioms: [propext, Classical.choice, Quot.sound]
#print axioms CompleteCommutingObservables.complete_set_iff
-- 'CompleteCommutingObservables.complete_set_iff' depends on axioms: [propext, Classical.choice, Quot.sound]
#print axioms CompleteCommutingObservables.two_spins
-- 'CompleteCommutingObservables.two_spins' depends on axioms: [propext, Classical.choice, Quot.sound]
```

## How the proof follows the algebra

`combined_eq_diagonal` identifies the entries d_i. `aeval_diagonal_eq` proves the rule for p(D) by induction on polynomials, from sums and monomials.

`eq_diagonal_of_commute` assumes a nonzero off-diagonal entry and cancels it from both commutation equations with `mul_right_cancel₀`. Both values then agree, contradicting injectivity. `exists_polynomial_of_commute` supplies the polynomial through `Lagrange.interpolate`, together with its degree bound.

`generatesCommutant_iff` joins this construction to the projector argument: comparing diagonal entries `i` and `j` would give 1 = 0. `finite_exceptional_couplings` places every failing t in the range of the quotient above, a function on the finite set of index pairs. `complete_set_iff` picks a real number outside that finite set; its other direction carries equal pairs to equal combined values.

Finally, `two_spins` reduces both claims to injectivity. It checks all index pairs for t = 2 and exhibits the coincidence between states 1 and 2, counted from zero, for t = 1.
